# The Bogoliubov matrix of a lattice condensate annihilates the phase mode exactly when the condensate is stationary at the chosen chemical potential

A Bose condensate in an optical lattice has an amplitude $\psi_i$ on each site $i$. Rotating all the amplitudes by a common phase costs no energy, so the small oscillations about a stationary condensate should include one of zero frequency. Which condition on $\psi$ puts this mode into the Bogoliubov matrix?

Let $h$ be the one-body matrix, $g$ the on-site interaction, $\mu$ the chemical potential and $\hbar=1$. In mean-field theory
$$i\dot\psi_i=(h\psi)_i+g|\psi_i|^2\psi_i-\mu\psi_i .$$
The sites form a finite type `n`.

```lean
import Mathlib

open Matrix Filter Topology

namespace BogoliubovGoldstone

noncomputable section

variable {n : Type*} [Fintype n] [DecidableEq n]
```

A stationary condensate makes the right-hand side vanish. Here $g$ and $\mu$ are real, and $h$ may be any complex matrix until Hermiticity is stated.

```lean
/-- The discrete Gross–Pitaevskii equation `h ψ + g |ψ_i|² ψ_i = μ ψ_i` at every site `i`. -/
def IsStationary (h : Matrix n n ℂ) (g μ : ℝ) (ψ : n → ℂ) : Prop :=
  ∀ i, (h *ᵥ ψ) i + (g : ℂ) * (‖ψ i‖ : ℂ) ^ 2 * ψ i = (μ : ℂ) * ψ i
```

## Linearising about the condensate

Replace $\psi$ by $\psi+\delta\psi$ and keep first order. Since $\delta(|\psi_i|^2\psi_i)=2|\psi_i|^2\delta\psi_i+\psi_i^2\,\overline{\delta\psi_i}$, we get $i\,\dot{\delta\psi}=A\,\delta\psi+B\,\overline{\delta\psi}$, where
$$A=h-\mu+2g\,\mathrm{diag}(|\psi_i|^2).$$

```lean
/-- The normal block `A = h - μ + 2g diag(|ψ_i|²)`. -/
def normalBlock (h : Matrix n n ℂ) (g μ : ℝ) (ψ : n → ℂ) : Matrix n n ℂ :=
  h - diagonal (fun _ => (μ : ℂ)) + diagonal (fun i => 2 * (g : ℂ) * (‖ψ i‖ : ℂ) ^ 2)
```

The coupling to the conjugate is $B=g\,\mathrm{diag}(\psi_i^2)$.

```lean
/-- The anomalous block `B = g diag(ψ_i²)`. -/
def pairingBlock (g : ℝ) (ψ : n → ℂ) : Matrix n n ℂ :=
  diagonal (fun i => (g : ℂ) * ψ i ^ 2)
```

With $\delta\psi=u\,e^{-i\omega t}+\bar v\,e^{i\bar\omega t}$, matching exponentials gives $L(u,v)=\omega(u,v)$ for
$$L=\begin{pmatrix}A&B\\-\bar B&-\bar A\end{pmatrix}.$$
Some textbooks give $v$ the opposite sign. In Lean, `Sum.elim u v` is the pair $(u,v)$, and `map star` conjugates entries without transposing. The matrix $L$ enters as a definition; that it describes a real gas rests on the mean-field approximation.

```lean
/-- The bosonic Bogoliubov matrix `[[A, B], [-conj B, -conj A]]`. -/
def bdgMatrix (h : Matrix n n ℂ) (g μ : ℝ) (ψ : n → ℂ) : Matrix (n ⊕ n) (n ⊕ n) ℂ :=
  fromBlocks (normalBlock h g μ ψ) (pairingBlock g ψ)
    (-((pairingBlock g ψ).map star)) (-((normalBlock h g μ ψ).map star))
```

Two identities prepare the calculation. The first is $|z|^2=z\bar z$, which turns moduli into products.

```lean
/-- The squared modulus of an amplitude is the amplitude times its conjugate. -/
theorem norm_sq_eq (z : ℂ) : (‖z‖ : ℂ) ^ 2 = z * star z := by
  rw [← Complex.ofReal_pow, Complex.sq_norm]
  exact (Complex.mul_conj z).symm
```

The second is $\bar M v=\overline{M\bar v}$.

```lean
omit [DecidableEq n] in
/-- A conjugated matrix acts as conjugation, then the matrix, then conjugation. -/
theorem conj_mulVec (M : Matrix n n ℂ) (v : n → ℂ) :
    M.map star *ᵥ v = star (M *ᵥ star v) := by
  ext i
  simp only [Matrix.mulVec, dotProduct, Matrix.map_apply, Pi.star_apply, star_sum,
    star_mul', star_star]
```

Applied to the lower row of $L$, it gives $-\bar Bu-\bar Av=-\overline{(A\bar v+B\bar u)}$, so one row determines the other.

```lean
/-- Particle-hole structure: the lower row of the Bogoliubov matrix is minus the conjugate of
the upper row, with the two amplitudes exchanged and conjugated. -/
theorem bdg_mulVec (h : Matrix n n ℂ) (g μ : ℝ) (ψ u v : n → ℂ) :
    bdgMatrix h g μ ψ *ᵥ Sum.elim u v =
      Sum.elim (normalBlock h g μ ψ *ᵥ u + pairingBlock g ψ *ᵥ v)
        (-star (normalBlock h g μ ψ *ᵥ star v + pairingBlock g ψ *ᵥ star u)) := by
  rw [bdgMatrix, fromBlocks_mulVec]
  ext (i | i)
  · rfl
  · simp only [Sum.elim_inr, Sum.elim_comp_inl, Sum.elim_comp_inr, Matrix.neg_mulVec,
      conj_mulVec, Pi.add_apply, Pi.neg_apply, Pi.star_apply, star_add]
    ring
```

Site by site, the upper row is
$$(hu)_i-\mu u_i+2g|\psi_i|^2u_i+g\psi_i^2v_i .$$

```lean
/-- The upper Bogoliubov row, written out site by site. -/
theorem upper_row (h : Matrix n n ℂ) (g μ : ℝ) (ψ u v : n → ℂ) (i : n) :
    (normalBlock h g μ ψ *ᵥ u + pairingBlock g ψ *ᵥ v) i =
      (h *ᵥ u) i - μ * u i + 2 * g * (‖ψ i‖ : ℂ) ^ 2 * u i + g * ψ i ^ 2 * v i := by
  simp only [normalBlock, pairingBlock, Matrix.add_mulVec, Matrix.sub_mulVec,
    Matrix.mulVec_diagonal, Pi.add_apply, Pi.sub_apply]
```

## The zero mode

A small phase rotation has $\delta\psi=i\epsilon\psi$, so $(\delta\psi,\overline{\delta\psi})=i\epsilon(\psi,-\bar\psi)$. Put $u=\psi$, $v=-\bar\psi$. As $\psi_i^2\bar\psi_i=|\psi_i|^2\psi_i$, one of the two interaction terms cancels:
$$(A\psi-B\bar\psi)_i=(h\psi)_i+g|\psi_i|^2\psi_i-\mu\psi_i .$$

```lean
/-- On the phase mode `(ψ, -conj ψ)` the upper Bogoliubov row is the residual of the
Gross–Pitaevskii equation. -/
theorem phase_row (h : Matrix n n ℂ) (g μ : ℝ) (ψ : n → ℂ) (i : n) :
    (normalBlock h g μ ψ *ᵥ ψ + pairingBlock g ψ *ᵥ (-star ψ)) i =
      (h *ᵥ ψ) i + g * (‖ψ i‖ : ℂ) ^ 2 * ψ i - μ * ψ i := by
  rw [upper_row]
  simp only [Pi.neg_apply, Pi.star_apply, norm_sq_eq]
  ring
```

If $L$ annihilates the phase mode, the upper row is the stationary equation. Conversely, that equation makes the upper row vanish, and the lower row is $\overline{A\psi-B\bar\psi}=0$. In a finite-lattice mean-field calculation, applying $L$ to this vector therefore returns the residual of the stationary equation at the chosen $\mu$, and its conjugate. A wrong $\mu$ also leaves a residual, even when $\psi$ evolves only by a global phase. The Goldstone mode here is a single null vector of a finite matrix; a gapless branch of long-wavelength excitations is a statement about infinite systems.

```lean
/-- Goldstone mode: the Bogoliubov matrix annihilates `(ψ, -conj ψ)` exactly when `ψ` solves
the Gross–Pitaevskii equation. -/
theorem goldstone_mode (h : Matrix n n ℂ) (g μ : ℝ) (ψ : n → ℂ) :
    bdgMatrix h g μ ψ *ᵥ Sum.elim ψ (-star ψ) = 0 ↔ IsStationary h g μ ψ := by
  constructor
  · intro h0 i
    have hi := congrFun h0 (Sum.inl i)
    rw [bdg_mulVec, Sum.elim_inl, phase_row, Pi.zero_apply] at hi
    linear_combination hi
  · intro hψ
    have r : normalBlock h g μ ψ *ᵥ ψ + pairingBlock g ψ *ᵥ (-star ψ) = 0 := by
      ext i
      rw [phase_row, Pi.zero_apply]
      linear_combination hψ i
    -- the lower row is the conjugate of the same residual
    have r2 : normalBlock h g μ ψ *ᵥ star (-star ψ) + pairingBlock g ψ *ᵥ star ψ = 0 := by
      rw [Matrix.mulVec_neg] at r
      rw [star_neg, star_star, Matrix.mulVec_neg]
      calc -(normalBlock h g μ ψ *ᵥ ψ) + pairingBlock g ψ *ᵥ star ψ
          = -(normalBlock h g μ ψ *ᵥ ψ + -(pairingBlock g ψ *ᵥ star ψ)) := by abel
        _ = 0 := by rw [r, neg_zero]
    rw [bdg_mulVec, r, r2]
    ext (i | i) <;> simp
```

If $\psi\neq0$, the null vector is non-zero and $\det L=0$.

```lean
/-- For a non-zero stationary condensate the Bogoliubov matrix is singular. -/
theorem bdg_det_eq_zero {h : Matrix n n ℂ} {g μ : ℝ} {ψ : n → ℂ}
    (hψ : IsStationary h g μ ψ) (hne : ψ ≠ 0) : (bdgMatrix h g μ ψ).det = 0 := by
  refine Matrix.exists_mulVec_eq_zero_iff.mp
    ⟨Sum.elim ψ (-star ψ), fun hz => hne ?_, (goldstone_mode h g μ ψ).2 hψ⟩
  exact funext fun i => congrFun hz (Sum.inl i)
```

## Modes of non-zero frequency conserve particle number to first order

Now let $h$ be Hermitian and $\psi$ stationary. Then $A^T=\bar A$ and $B^T=B$, so
$$L^T\begin{pmatrix}\bar\psi\\\psi\end{pmatrix}=\begin{pmatrix}\overline{A\psi-B\bar\psi}\\-(A\psi-B\bar\psi)\end{pmatrix}=0 .$$
Pairing this left null vector with $L(u,v)=\omega(u,v)$ gives $\omega\sum_i(\bar\psi_iu_i+\psi_iv_i)=0$. For $\omega\ne0$, real or complex, the sum vanishes. It is the amplitude of the first-order change in $\sum_i|\psi_i|^2$. Lean's `⬝ᵥ` does not conjugate, hence the explicit `star ψ`.

```lean
/-- For Hermitian `h` and a stationary condensate, a Bogoliubov mode `(u, v)` of non-zero
frequency satisfies `∑ (conj ψ_i u_i + ψ_i v_i) = 0`: it leaves the particle number unchanged
to first order. -/
theorem mode_conserves_number {h : Matrix n n ℂ} {g μ : ℝ} {ψ u v : n → ℂ} {ω : ℂ}
    (hh : h.IsHermitian) (hψ : IsStationary h g μ ψ) (hω : ω ≠ 0)
    (hmode : bdgMatrix h g μ ψ *ᵥ Sum.elim u v = ω • Sum.elim u v) :
    star ψ ⬝ᵥ u + ψ ⬝ᵥ v = 0 := by
  have hA : ∀ i j, star (normalBlock h g μ ψ j i) = normalBlock h g μ ψ i j := by
    intro i j
    simp only [normalBlock, Matrix.add_apply, Matrix.sub_apply, star_add, star_sub,
      hh.apply i j]
    rcases eq_or_ne i j with rfl | hij
    · simp
    · simp [Matrix.diagonal_apply_ne _ hij, Matrix.diagonal_apply_ne _ hij.symm]
  have hB : ∀ i j, pairingBlock g ψ i j = pairingBlock g ψ j i := fun i j =>
    congrFun (congrFun (Matrix.diagonal_transpose (fun i => (g : ℂ) * ψ i ^ 2)) j) i
  have hT : (bdgMatrix h g μ ψ)ᵀ = fromBlocks ((normalBlock h g μ ψ).map star)
      (-((pairingBlock g ψ).map star)) (pairingBlock g ψ) (-(normalBlock h g μ ψ)) := by
    ext (i | i) (j | j)
    · exact (hA j i).symm
    · exact congrArg (fun z => -star z) (hB j i)
    · exact hB j i
    · exact congrArg Neg.neg (hA i j)
  -- `(conj ψ, ψ)` is a left null vector
  have left : (bdgMatrix h g μ ψ)ᵀ *ᵥ Sum.elim (star ψ) ψ = 0 := by
    have r : ∀ i, (normalBlock h g μ ψ *ᵥ ψ) i + -(pairingBlock g ψ *ᵥ star ψ) i = 0 := by
      intro i
      have hi := phase_row h g μ ψ i
      rw [Matrix.mulVec_neg, Pi.add_apply, Pi.neg_apply] at hi
      linear_combination hi + hψ i
    rw [hT, fromBlocks_mulVec]
    ext (i | i)
    · have hi := congrArg star (r i)
      simp only [star_add, star_neg, star_zero] at hi
      simp only [Sum.elim_inl, Sum.elim_comp_inl, Sum.elim_comp_inr, Matrix.neg_mulVec,
        conj_mulVec, star_star, Pi.add_apply, Pi.neg_apply, Pi.star_apply, Pi.zero_apply]
      exact hi
    · simp only [Sum.elim_inr, Sum.elim_comp_inl, Sum.elim_comp_inr, Matrix.neg_mulVec,
        Pi.add_apply, Pi.neg_apply, Pi.zero_apply]
      linear_combination -(r i)
  have e : Sum.elim (star ψ) ψ ⬝ᵥ (bdgMatrix h g μ ψ *ᵥ Sum.elim u v) = 0 := by
    rw [Matrix.dotProduct_mulVec, ← Matrix.mulVec_transpose, left, zero_dotProduct]
  rw [hmode, dotProduct_smul, smul_eq_mul] at e
  have e' := (mul_eq_zero.mp e).resolve_left hω
  simpa [dotProduct, Fintype.sum_sum_type] using e'
```

## The partner of the zero mode

Suppose stationary condensates exist for all chemical potentials near $\mu$ and have derivative $\chi=\partial_\mu\psi$ there; both are assumed. Differentiating the stationary equation gives
$$h\chi+2g|\psi|^2\chi+g\psi^2\bar\chi-\mu\chi=\psi,$$
that is, $A\chi+B\bar\chi=\psi$. The lower row follows by conjugation, so $L(\chi,\bar\chi)=(\psi,-\bar\psi)$. For $\psi\neq0$ this is a Jordan chain: a second application of $L$ gives zero. In Lean, `key` equates the derivative of the residual with that of the zero function.

```lean
/-- If stationary condensates `Ψ m` exist for all chemical potentials `m` near `μ` and have
derivative `χ` at `μ`, the Bogoliubov matrix sends `(χ, conj χ)` to the Goldstone mode. -/
theorem goldstone_partner {h : Matrix n n ℂ} {g μ : ℝ} {Ψ : ℝ → n → ℂ} {χ : n → ℂ}
    (hsol : ∀ᶠ m in 𝓝 μ, IsStationary h g m (Ψ m))
    (hχ : ∀ i, HasDerivAt (fun m => Ψ m i) (χ i) μ) :
    bdgMatrix h g μ (Ψ μ) *ᵥ Sum.elim χ (star χ) = Sum.elim (Ψ μ) (-star (Ψ μ)) := by
  have r : normalBlock h g μ (Ψ μ) *ᵥ χ + pairingBlock g (Ψ μ) *ᵥ star χ = Ψ μ := by
    ext i
    have e : (fun m : ℝ => (∑ j, h i j * Ψ m j) + (g : ℂ) * (Ψ m i * star (Ψ m i) * Ψ m i)
        - (m : ℂ) * Ψ m i) =ᶠ[𝓝 μ] fun _ => (0 : ℂ) := by
      filter_upwards [hsol] with m hm
      have hi := hm i
      simp only [Matrix.mulVec, dotProduct, norm_sq_eq] at hi
      linear_combination hi
    -- differentiate the Gross–Pitaevskii equation in the chemical potential
    have hs : HasDerivAt (fun m => ∑ j, h i j * Ψ m j) (∑ j, h i j * χ j) μ :=
      HasDerivAt.fun_sum fun j _ => (hχ j).const_mul (h i j)
    have hm : HasDerivAt (fun m : ℝ => (m : ℂ)) ((1 : ℝ) : ℂ) μ :=
      (hasDerivAt_id' μ).ofReal_comp
    have hF := (hs.fun_add ((((hχ i).fun_mul (hχ i).star).fun_mul (hχ i)).const_mul
      (g : ℂ))).fun_sub (hm.fun_mul (hχ i))
    have key := hF.unique ((hasDerivAt_const μ (0 : ℂ)).congr_of_eventuallyEq e)
    simp only [Complex.ofReal_one] at key
    rw [upper_row]
    simp only [Matrix.mulVec, dotProduct, Pi.star_apply, norm_sq_eq]
    linear_combination key
  rw [bdg_mulVec, star_star, r]
```

## One site and two sites

On one site with real $h$ and $\psi\ne0$, stationarity gives $\mu=h+g|\psi|^2$, hence $A=g|\psi|^2$, $B=g\psi^2$ and $L^2=0$. Zero is the only frequency.

Two sites allow an oscillation. Take hopping $-1$, $g=3$, $\mu=2$ and $\psi=(1,1)$. These values keep the arithmetic short. Mean-field theory is meant for many weakly interacting particles, and multiplying $\psi$ by $s>0$ while dividing $g$ by $s^2$ leaves $L$ unchanged. Then $A=\begin{pmatrix}4&-1\\-1&4\end{pmatrix}$ and $B=3I$. For $u=(3,-3)$, $v=(-1,1)$,
$$Au+Bv=(12,-12)=4u,\qquad -Bu-Av=(-4,4)=4v .$$
The frequency is $4$, and the number sum is $3-3-1+1=0$. Normalised to $\sum_i(|u_i|^2-|v_i|^2)=1$, the mode is $u=(3,-3)/4$, $v=(-1,1)/4$. Lean checks the unnormalised vectors entry by entry.

```lean
/-- Two sites with hopping `-1`, `g = 3`, `μ = 2` and `ψ = (1, 1)`: `h` is Hermitian, `ψ` is
stationary, and `u = (3, -3)`, `v = (-1, 1)` is a Bogoliubov mode of frequency `4`. -/
theorem mode_conserves_number_witness :
    (!![0, -1; -1, 0] : Matrix (Fin 2) (Fin 2) ℂ).IsHermitian ∧
    IsStationary !![0, -1; -1, 0] 3 2 ![1, 1] ∧
    bdgMatrix !![0, -1; -1, 0] 3 2 ![1, 1] *ᵥ Sum.elim ![3, -3] ![-1, 1] =
      (4 : ℂ) • Sum.elim ![3, -3] ![-1, 1] := by
  refine ⟨?_, ?_, ?_⟩
  · ext i j
    fin_cases i <;> fin_cases j <;> simp
  · intro i
    fin_cases i <;> simp [Matrix.mulVec, dotProduct, Fin.sum_univ_two] <;> norm_num
  · rw [bdg_mulVec]
    ext (i | i) <;> fin_cases i <;>
      simp [normalBlock, pairingBlock] <;> norm_num

end

end BogoliubovGoldstone
```

```lean
#print axioms BogoliubovGoldstone.goldstone_mode
#print axioms BogoliubovGoldstone.bdg_det_eq_zero
#print axioms BogoliubovGoldstone.mode_conserves_number
#print axioms BogoliubovGoldstone.goldstone_partner
```

```
'BogoliubovGoldstone.goldstone_mode' depends on axioms: [propext, Classical.choice, Quot.sound]
'BogoliubovGoldstone.bdg_det_eq_zero' depends on axioms: [propext, Classical.choice, Quot.sound]
'BogoliubovGoldstone.mode_conserves_number' depends on axioms: [propext, Classical.choice, Quot.sound]
'BogoliubovGoldstone.goldstone_partner' depends on axioms: [propext, Classical.choice, Quot.sound]
```
